# For p ≥ 1, the Bose integral of x^p/(e^x − 1) over (0, ∞) is p! times the sum of 1/n^(p+1)

The declaration `bose_integral` concerns the Bose occupation factor 1/(e^x − 1) at zero chemical potential, weighted by x^p, where x is the phonon energy in units of the thermal energy. For every natural number p ≥ 1 it states that x^p/(e^x − 1) is integrable on (0, ∞), and that its integral is p! times the sum of 1/n^(p+1) over the positive integers n. The phonons are non-interacting, and the energy range has no upper cutoff. The attempt expands the integrand into Boltzmann terms x^p e^(−nx), integrates each to p!/n^(p+1), and exchanges sum and integral, which is allowed because the integrals of the absolute values are summable. Integrability then follows because the integral is positive, whereas Lean assigns the value zero to the integral of a non-integrable function.

In Lean, a first try:

```lean
import Mathlib

open Real MeasureTheory Filter Set
open scoped Nat Topology

namespace BoseIntegral

noncomputable section

/-- The Bose integrand `x^p / (exp x - 1)`, where `x > 0` is the phonon energy in units of the
thermal energy. -/
def boseIntegrand (p : ℕ) (x : ℝ) : ℝ := x ^ p / (Real.exp x - 1)

/-- A single Boltzmann term with decay rate `a > 0` integrates to `p! / a^(p+1)`. -/
theorem integral_pow_mul_exp (p : ℕ) {a : ℝ} (ha : 0 < a) :
    ∫ x in Ioi (0 : ℝ), x ^ p * Real.exp (-(a * x)) = (p ! : ℝ) / a ^ (p + 1) := by
  have h := Real.integral_rpow_mul_exp_neg_mul_Ioi (a := (p : ℝ) + 1) (r := a)
    (by positivity) ha
  have e : (1 / a) ^ ((p : ℝ) + 1) = 1 / a ^ (p + 1) := by
    rw [show (p : ℝ) + 1 = ((p + 1 : ℕ) : ℝ) by norm_num, Real.rpow_natCast, one_div_pow]
  rw [Real.Gamma_nat_eq_factorial, e] at h
  simp only [add_sub_cancel_right, Real.rpow_natCast] at h
  rw [h]
  ring

/-- For `x > 0` the Bose integrand is the sum of the Boltzmann terms `x^p exp(-(k+1)x)`. -/
theorem bose_expansion (p : ℕ) {x : ℝ} (hx : 0 < x) :
    HasSum (fun k : ℕ => x ^ p * Real.exp (-(((k : ℝ) + 1) * x))) (boseIntegrand p x) := by
  have hlt : Real.exp (-x) < 1 := Real.exp_lt_one_iff.2 (by linarith)
  have h1 : 1 - Real.exp (-x) ≠ 0 := (sub_pos.2 hlt).ne'
  have h2 : Real.exp x - 1 ≠ 0 := (sub_pos.2 (Real.one_lt_exp_iff.2 hx)).ne'
  have hE : Real.exp (-x) * Real.exp x = 1 := by rw [← Real.exp_add]; simp
  have h := (hasSum_geometric_of_lt_one (Real.exp_pos (-x)).le hlt).mul_left
    (x ^ p * Real.exp (-x))
  have hf : ∀ k : ℕ, x ^ p * Real.exp (-(((k : ℝ) + 1) * x))
      = x ^ p * Real.exp (-x) * Real.exp (-x) ^ k := by
    intro k
    rw [← Real.exp_nat_mul, mul_assoc, ← Real.exp_add]
    ring_nf
  have hv : boseIntegrand p x = x ^ p * Real.exp (-x) * (1 - Real.exp (-x))⁻¹ := by
    rw [boseIntegrand, ← div_eq_mul_inv, div_eq_div_iff h2 h1]
    linear_combination -x ^ p * hE
  rw [hv]
  exact h.congr_fun hf

/-- For `p ≥ 1` the Bose integrand is integrable on `(0, ∞)`, and its integral is `p!` times
the sum of the inverse powers `1/n^(p+1)` over the positive integers `n = k + 1`. -/
theorem bose_integral (p : ℕ) (hp : 1 ≤ p) :
    IntegrableOn (boseIntegrand p) (Ioi 0) ∧
    ∫ x in Ioi (0 : ℝ), boseIntegrand p x
      = (p ! : ℝ) * ∑' k : ℕ, 1 / ((k : ℝ) + 1) ^ (p + 1) := by
  have hk : ∀ k : ℕ, (0 : ℝ) < (k : ℝ) + 1 := fun k => by positivity
  have hpos : ∀ k : ℕ, (0 : ℝ) < (p ! : ℝ) / ((k : ℝ) + 1) ^ (p + 1) :=
    fun k => by positivity
  -- every term is integrable, because its integral is not zero
  have hint : ∀ k : ℕ, Integrable (fun x : ℝ => x ^ p * Real.exp (-(((k : ℝ) + 1) * x)))
      (volume.restrict (Ioi 0)) := by
    intro k
    by_contra h
    have h0 := integral_undef h
    rw [integral_pow_mul_exp p (hk k)] at h0
    exact (hpos k).ne' h0
  have hn : ∀ k : ℕ, ∫ x in Ioi (0 : ℝ), ‖x ^ p * Real.exp (-(((k : ℝ) + 1) * x))‖
      = (p ! : ℝ) / ((k : ℝ) + 1) ^ (p + 1) := by
    intro k
    rw [← integral_pow_mul_exp p (hk k)]
    refine setIntegral_congr_fun measurableSet_Ioi fun x hx => ?_
    have hx' : 0 < x := hx
    exact Real.norm_of_nonneg (mul_nonneg (pow_nonneg hx'.le p) (Real.exp_pos _).le)
  -- the inverse powers are summable because p + 1 > 1
  have hsum : Summable fun k : ℕ => (p ! : ℝ) / ((k : ℝ) + 1) ^ (p + 1) := by
    have h := (summable_nat_add_iff 1).2
      (Real.summable_one_div_nat_pow.2 (show 1 < p + 1 by omega))
    refine (h.mul_left (p ! : ℝ)).congr fun k => ?_
    push_cast
    ring
  -- exchange of sum and integral
  have hs := hasSum_integral_of_summable_integral_norm hint (by simpa only [hn] using hsum)
  have hs' : HasSum (fun k : ℕ => (p ! : ℝ) / ((k : ℝ) + 1) ^ (p + 1))
      (∫ x in Ioi (0 : ℝ), boseIntegrand p x) := by
    have hf : ∀ k : ℕ, (p ! : ℝ) / ((k : ℝ) + 1) ^ (p + 1)
        = ∫ x in Ioi (0 : ℝ), x ^ p * Real.exp (-(((k : ℝ) + 1) * x)) :=
      fun k => (integral_pow_mul_exp p (hk k)).symm
    have hv : ∫ x in Ioi (0 : ℝ), boseIntegrand p x
        = ∫ x in Ioi (0 : ℝ), ∑' k : ℕ, x ^ p * Real.exp (-(((k : ℝ) + 1) * x)) := by
      refine setIntegral_congr_fun measurableSet_Ioi fun x hx => ?_
      have hx' : 0 < x := hx
      exact (bose_expansion p hx').tsum_eq.symm
    rw [hv]
    exact (hasSum_congr hf).2 hs
  constructor
  · by_contra h
    have h0 : ∫ x in Ioi (0 : ℝ), boseIntegrand p x = 0 := integral_undef h
    have h1 := le_hasSum hs' 0 (fun j _ => (hpos j).le)
    have h2 := hpos 0
    linarith
  · rw [← hs'.tsum_eq, ← tsum_mul_left]
    exact tsum_congr fun k => by ring

end

end BoseIntegral
```

The error:

```
Main.lean:90:11: error(lean.unknownIdentifier): Unknown identifier `hasSum_congr`
```

Diagnosis. The message says that Lean finds no declaration called `hasSum_congr` under that name at this point in the file. The failure is one of name lookup, not of the mathematics.

The step itself is a replacement of terms. After `rw [hv]`, the goal is a `HasSum` statement whose terms are the closed forms p!/(k+1)^(p+1). The hypothesis `hs` gives the same sum with the terms written as integrals, and `hf` says that for each k the closed form equals the integral. The attempt wanted an equivalence between the two `HasSum` statements and meant to use its reverse direction, `.2`.

The repair calls `HasSum.congr_fun` on `hs`, written `hs.congr_fun hf`. This lemma takes the known sum and the termwise equalities, with the new term on the left and the old one on the right, and returns the sum for the new terms. `hf` already has that orientation, so it is used unchanged. The same lemma already closes `bose_expansion` earlier in the file.

The change, after which it compiles:

```diff
@@ -88,5 +88,5 @@
       exact (bose_expansion p hx').tsum_eq.symm
     rw [hv]
-    exact (hasSum_congr hf).2 hs
+    exact hs.congr_fun hf
   constructor
   · by_contra h
```
